# Averaging a force model over a finite group of orthogonal matrices makes it equivariant under that group

A force model here is any function `F` that takes the positions of `N` atoms in `d` dimensions to a force vector on each atom; it need not be continuous or come from an energy. Given a finite group `G` of orthogonal matrices, its group average at a configuration x is the mean of g⁻¹ F(g x) over all g in `G`. The theorem `average_equivariant` says that, at every configuration, transforming the positions by an element of `G` transforms the averaged forces in the same way. To prove it for an element h, the attempt replaces the summation variable g by g h and then shows that the two sums agree term by term.

As first written in Lean, the proof fails:

```lean
import Mathlib

open Matrix

namespace AverageEquivariant

noncomputable section

/-- Positions of `N` atoms in `d` dimensions, or the forces on them. -/
abbrev Config (N d : ℕ) := Fin N → Fin d → ℝ

/-- The orthogonal `d × d` matrices: rotations, reflections and their products. -/
abbrev Ortho (d : ℕ) := ↥(Matrix.orthogonalGroup (Fin d) ℝ)

variable {N d : ℕ}

/-- An orthogonal matrix acts on the vector of every atom at once. -/
def rotate (g : Ortho d) : Config N d →ₗ[ℝ] Config N d where
  toFun x := fun a => (g : Matrix (Fin d) (Fin d) ℝ) *ᵥ x a
  map_add' x y := funext fun a => Matrix.mulVec_add _ (x a) (y a)
  map_smul' c x := funext fun a => Matrix.mulVec_smul _ c (x a)

/-- A force model is equivariant on `S` if transforming a configuration in `S` by an
element of `G` transforms the forces in the same way. -/
def EquivariantOn (G : Subgroup (Ortho d)) (S : Set (Config N d))
    (F : Config N d → Config N d) : Prop :=
  ∀ g ∈ G, ∀ x ∈ S, F (rotate g x) = rotate g (F x)

/-- The group average of a force model: the mean of `g⁻¹ F(g x)` over `G`. -/
def average (G : Subgroup (Ortho d)) [Fintype G]
    (F : Config N d → Config N d) (x : Config N d) : Config N d :=
  (Fintype.card G : ℝ)⁻¹ •
    ∑ g : G, rotate (g : Ortho d)⁻¹ (F (rotate (g : Ortho d) x))

/-- Acting with a product of matrices is acting with one after the other. -/
theorem rotate_mul (g h : Ortho d) (x : Config N d) :
    rotate (g * h) x = rotate g (rotate h x) :=
  funext fun a => (Matrix.mulVec_mulVec (x a) _ _).symm

/-- Averaging over a finite group makes any force model equivariant, at every
configuration. -/
theorem average_equivariant (G : Subgroup (Ortho d)) [Fintype G]
    (F : Config N d → Config N d) : EquivariantOn G Set.univ (average G F) := by
  intro h hh x _
  simp only [average, map_smul, map_sum]
  congr 1
  -- replace the summation variable `g` by `g * h`
  refine Fintype.sum_equiv (Equiv.mulRight (⟨h, hh⟩ : G)) _ _ fun g => ?_
  change rotate (g : Ortho d)⁻¹ (F (rotate (g : Ortho d) (rotate h x))) =
    rotate h (rotate ((g : Ortho d) * h)⁻¹ (F (rotate ((g : Ortho d) * h) x)))
  rw [rotate_mul (g : Ortho d) h x, ← rotate_mul h, mul_inv_rev, mul_inv_cancel_left]

end

end AverageEquivariant
```

Lean reports:

```
Main.lean:51:52: error: Ambiguous term
  mul_inv_rev
Possible interpretations:
  _root_.mul_inv_rev : ∀ (a b : ?m.89), (a * b)⁻¹ = b⁻¹ * a⁻¹
  
  Matrix.mul_inv_rev : ∀ (A B : Matrix ?m.89 ?m.89 ?m.90), (A * B)⁻¹ = B⁻¹ * A⁻¹
Main.lean:43:78: error: unsolved goals
case e_a
N d : ℕ
G : Subgroup (Ortho d)
inst✝ : Fintype ↥G
F : Config N d → Config N d
h : Ortho d
hh : h ∈ G
x : Config N d
a✝ : x ∈ Set.univ
g : ↥G
⊢ (rotate (↑g)⁻¹) (F ((rotate ↑g) ((rotate h) x))) = (rotate (h * (↑g * h)⁻¹)) (F ((rotate ↑g) ((rotate h) x)))
```

Diagnosis. The first message says that the name `mul_inv_rev` is ambiguous. Because the file has `open Matrix`, the short name can mean either the general lemma `_root_.mul_inv_rev` or `Matrix.mul_inv_rev`, which is about inverses of matrices, and Lean could not settle on one.

The second message follows from the first. It shows the goal as the first two rewrites left it, with `h * (↑g * h)⁻¹` on the right where the left has `(↑g)⁻¹`.

Here `g` and `h` are elements of the orthogonal group, and the inverse is the group's own, so the general lemma is the one needed. Writing `_root_.mul_inv_rev` selects it. The rewrite then turns `(↑g * h)⁻¹` into `h⁻¹ * (↑g)⁻¹`, and `mul_inv_cancel_left` cancels `h` against `h⁻¹`. Both sides are now the same, and `rw` closes the goal. The new line break is only layout.

Fix (accepted with no message):

```diff
@@ -49,5 +49,6 @@
   change rotate (g : Ortho d)⁻¹ (F (rotate (g : Ortho d) (rotate h x))) =
     rotate h (rotate ((g : Ortho d) * h)⁻¹ (F (rotate ((g : Ortho d) * h) x)))
-  rw [rotate_mul (g : Ortho d) h x, ← rotate_mul h, mul_inv_rev, mul_inv_cancel_left]
+  rw [rotate_mul (g : Ortho d) h x, ← rotate_mul h, _root_.mul_inv_rev,
+    mul_inv_cancel_left]
 
 end
```
